# With two leads, coherent transmission is even in the magnetic field; with three it need not be

Let the scattering matrix S(B) be unitary at every field B and satisfy S(−B) = S(B)ᵀ. If the conductor has exactly two leads, with any numbers of channels, the transmission from lead 0 to lead 1 obeys

T₁₀(−B) = T₁₀(B).

More generally, the total transmission from any set of leads into the remaining leads is even in B. For three single-channel leads, an explicit S satisfying both conditions has T₁₀ = 1 at one field and T₁₀ = 0 at the reversed field.

For non-interacting electrons at zero temperature, the linear-response conductance of a conductor with exactly two leads is proportional to the transmission at the Fermi energy. If S satisfies both conditions, this conductance is therefore even in B. In a calculation for such a model, an odd part beyond numerical accuracy signals an error.

## Channels, leads and transmission

The channels form a finite type `C`, the leads a type `L`, and `lead : C → L` says which lead a channel belongs to. The same channels serve at every field, as when the field does not reach into the leads.

In Lean 4 with Mathlib:

```lean
import Mathlib

open Matrix

namespace TwoTerminalFieldSymmetry

noncomputable section

variable {C L : Type*} [Fintype C] [DecidableEq L]
```

The entry S_ab is the amplitude from channel b to channel a, at fixed energy and with flux-normalised channels. The transmission from lead j to lead i is the squared Frobenius norm of a block:

T_ij = ∑_{a in i} ∑_{b in j} |S_ab|².

For i = j this is the reflection back into the lead.

```lean
/-- The transmission from lead `j` to lead `i`: the squared Frobenius norm of the block of the
scattering matrix that connects the channels of `j` to those of `i`. -/
def transmission (lead : C → L) (S : Matrix C C ℂ) (i j : L) : ℝ :=
  ∑ a with lead a = i, ∑ b with lead b = j, ‖S a b‖ ^ 2
```

## Field reversal exchanges source and drain

The hypothesis `hR` is microreversibility: reversing both the motion and the field gives another solution of the scattering problem. It is assumed here, not derived from a Hamiltonian, and it is written in the form for electrons whose spin plays no part. With spin-orbit coupling, extra signs appear in it. Since S_ab(−B) = S_ba(B),

T_ij(−B) = ∑_{a in i} ∑_{b in j} |S_ba(B)|² = T_ji(B).

`Finset.sum_comm` swaps the two sums.

```lean
/-- If reversing the field transposes the scattering matrix, then it exchanges source and drain
in every transmission. -/
theorem transmission_field_reversal (lead : C → L) {S : ℝ → Matrix C C ℂ}
    (hR : ∀ B, S (-B) = (S B)ᵀ) (B : ℝ) (i j : L) :
    transmission lead (S (-B)) i j = transmission lead (S B) j i := by
  simp only [transmission, hR B, Matrix.transpose_apply]
  exact Finset.sum_comm
```

This is not yet evenness, because the indices have changed places. A subtler slip is to write the conjugate transpose in `hR`. The transmission identities would still be provable, since they see only moduli, so they cannot reveal the wrong physics.

## Unitarity fixes the total outflow

Unitarity says that no particles are absorbed or created. The diagonal entry of U†U = 1 at channel b reads

∑_a U_ab* U_ab = ∑_a |U_ab|² = 1.

The proof takes this entry as a complex equation and casts it back to the reals.

```lean
/-- For a unitary scattering matrix, a unit wave sent into one channel leaves with total
probability one. -/
theorem outgoing_probability [DecidableEq C] {U : Matrix C C ℂ}
    (hU : U ∈ Matrix.unitaryGroup C ℂ) (b : C) : ∑ a, ‖U a b‖ ^ 2 = 1 := by
  -- the diagonal entry of `U† U = 1`
  have h := congrArg (fun M : Matrix C C ℂ => M b b) (Matrix.mem_unitaryGroup_iff'.mp hU)
  simp only [Matrix.mul_apply, Matrix.star_apply, Matrix.one_apply_eq] at h
  have h' : ((∑ a, ‖U a b‖ ^ 2 : ℝ) : ℂ) = 1 := by
    rw [← h]
    push_cast
    refine Finset.sum_congr rfl fun a _ => ?_
    rw [Complex.star_def, Complex.conj_mul']
  exact_mod_cast h'
```

Summing over the N_j channels b of lead j gives

∑_i T_ij = ∑_{b in j} ∑_a |U_ab|² = N_j.

`Finset.sum_fiberwise` merges the sums over leads and over their channels into one sum over all a.

```lean
/-- For a unitary scattering matrix, the transmissions from lead `j` into all leads, `j` itself
included, add up to the number of channels in `j`. -/
theorem transmission_sum_rule [DecidableEq C] [Fintype L] (lead : C → L) {U : Matrix C C ℂ}
    (hU : U ∈ Matrix.unitaryGroup C ℂ) (j : L) :
    ∑ i, transmission lead U i j = ((Finset.univ.filter fun b => lead b = j).card : ℝ) := by
  calc ∑ i, transmission lead U i j
      = ∑ a, ∑ b with lead b = j, ‖U a b‖ ^ 2 := by
        simp only [transmission]
        exact Finset.sum_fiberwise _ _ _
    _ = ∑ b with lead b = j, ∑ a, ‖U a b‖ ^ 2 := Finset.sum_comm
    _ = _ := by
        simp only [outgoing_probability hU, Finset.sum_const, nsmul_eq_mul, mul_one]
```

## Transmission out of a set of leads

What leaves a set A is what was sent in minus what returns to A:

∑_{j∈A} ∑_{i∉A} T_ij = ∑_{j∈A} N_j − ∑_{j∈A} ∑_{i∈A} T_ij.

The first term on the right does not depend on B. Field reversal turns T_ij into T_ji in the second, and renaming the indices restores the same double sum. In the proof, `key` is the displayed equation, and the last two lines do the exchange.

```lean
/-- Let the scattering matrix be unitary at every field and transposed by field reversal. Then the
total transmission from any set `A` of leads into the remaining leads is even in the field. -/
theorem transmission_out_of_set_even [DecidableEq C] [Fintype L] (lead : C → L)
    {S : ℝ → Matrix C C ℂ} (hU : ∀ B, S B ∈ Matrix.unitaryGroup C ℂ)
    (hR : ∀ B, S (-B) = (S B)ᵀ) (A : Finset L) (B : ℝ) :
    ∑ j ∈ A, ∑ i ∈ Aᶜ, transmission lead (S (-B)) i j
      = ∑ j ∈ A, ∑ i ∈ Aᶜ, transmission lead (S B) i j := by
  -- what leaves `A` is what was sent in, minus what returns to `A`
  have key : ∀ U ∈ Matrix.unitaryGroup C ℂ,
      ∑ j ∈ A, ∑ i ∈ Aᶜ, transmission lead U i j
        = ∑ j ∈ A, ((Finset.univ.filter fun b => lead b = j).card : ℝ)
          - ∑ j ∈ A, ∑ i ∈ A, transmission lead U i j := by
    intro U h
    rw [← Finset.sum_sub_distrib]
    refine Finset.sum_congr rfl fun j _ => ?_
    have h1 := transmission_sum_rule lead h j
    have h2 := Finset.sum_add_sum_compl A (fun i => transmission lead U i j)
    linarith
  rw [key _ (hU (-B)), key _ (hU B)]
  congr 1
  -- the part returning to `A` is symmetric under exchange of source and drain
  simp only [transmission_field_reversal lead hR B]
  exact Finset.sum_comm
```

For two leads take A = {0}, whose complement is {1}. Each double sum then has one term.

```lean
/-- With two leads, of any numbers of channels, the transmission from lead 0 to lead 1 is even in
the field, if the scattering matrix is unitary and field reversal transposes it. -/
theorem two_terminal_transmission_even [DecidableEq C] (lead : C → Fin 2)
    {S : ℝ → Matrix C C ℂ} (hU : ∀ B, S B ∈ Matrix.unitaryGroup C ℂ)
    (hR : ∀ B, S (-B) = (S B)ᵀ) (B : ℝ) :
    transmission lead (S (-B)) 1 0 = transmission lead (S B) 1 0 := by
  have hA : ({0} : Finset (Fin 2))ᶜ = {1} := by decide
  simpa only [hA, Finset.sum_singleton] using
    transmission_out_of_set_even lead hU hR {0} B
```

Unitarity matters here. With one channel per lead, take S₀₀ = S₁₁ = 0 and

S₁₀(B) = (1 + tanh B)/2, S₀₁(B) = (1 − tanh B)/2.

Field reversal transposes this matrix and it amplifies nothing, yet T₁₀(B) = (1 + tanh B)²/4 is not even. Absence of gain is thus too weak a replacement for unitarity.

## A three-lead circulator

Write c = cos φ and s = sin φ, where φ is a model parameter that plays the role of the field. The reflection amplitude is

r = (1 + 2c)/3.

```lean
/-- The reflection amplitude of the three-lead circulator at field parameter `φ`. -/
def stay (φ : ℝ) : ℝ := (1 + 2 * Real.cos φ) / 3
```

The amplitudes for passing to the next and to the previous lead are h₊ = `hop φ` and h₋ = `hop (-φ)`:

h± = (1 − c ± √3 s)/3.

```lean
/-- The amplitude of the three-lead circulator for passing to the next lead in cyclic order. -/
def hop (φ : ℝ) : ℝ := (1 - Real.cos φ + Real.sqrt 3 * Real.sin φ) / 3
```

Arranged cyclically, they form the rotation by φ about the axis (1,1,1).

```lean
/-- A junction of three single-channel leads with cyclic symmetry; its scattering matrix is the
rotation by the angle `φ` about the axis (1,1,1), and `φ` plays the role of the field. -/
def circulator (φ : ℝ) : Matrix (Fin 3) (Fin 3) ℂ :=
  !![(stay φ : ℂ), (hop (-φ) : ℂ), (hop φ : ℂ);
     (hop φ : ℂ), (stay φ : ℂ), (hop (-φ) : ℂ);
     (hop (-φ) : ℂ), (hop φ : ℂ), (stay φ : ℂ)]
```

Its rows are normalised and mutually orthogonal:

r² + h₊² + h₋² = [(1 + 2c)² + 2(1 − c)² + 6s²]/9 = (3 + 6c² + 6s²)/9 = 1,

r(h₊ + h₋) + h₊h₋ = [2(1 + 2c)(1 − c) + (1 − c)² − 3s²]/9 = (3 − 3c² − 3s²)/9 = 0.

These are `h1` and `h2`. Changing the sign of φ swaps h₊ and h₋, which transposes the matrix.

```lean
/-- The circulator is unitary at every field, and field reversal transposes it. -/
theorem circulator_witness :
    (∀ φ, circulator φ ∈ Matrix.unitaryGroup (Fin 3) ℂ) ∧
      ∀ φ, circulator (-φ) = (circulator φ)ᵀ := by
  have hs : Real.sqrt 3 ^ 2 = 3 := Real.sq_sqrt (by norm_num)
  constructor
  · intro φ
    have ht := Real.sin_sq_add_cos_sq φ
    -- rows are normalised and mutually orthogonal
    have h1 : stay φ ^ 2 + hop φ ^ 2 + hop (-φ) ^ 2 = 1 := by
      simp only [stay, hop, Real.cos_neg, Real.sin_neg]
      linear_combination (2 * Real.sin φ ^ 2 / 9) * hs + (6 / 9) * ht
    have h2 : stay φ * (hop φ + hop (-φ)) + hop φ * hop (-φ) = 0 := by
      simp only [stay, hop, Real.cos_neg, Real.sin_neg]
      linear_combination (-Real.sin φ ^ 2 / 9) * hs - (3 / 9) * ht
    have h1c : (stay φ : ℂ) ^ 2 + (hop φ : ℂ) ^ 2 + (hop (-φ) : ℂ) ^ 2 = 1 := by
      exact_mod_cast h1
    have h2c : (stay φ : ℂ) * ((hop φ : ℂ) + (hop (-φ) : ℂ))
        + (hop φ : ℂ) * (hop (-φ) : ℂ) = 0 := by
      exact_mod_cast h2
    rw [Matrix.mem_unitaryGroup_iff]
    ext i j
    fin_cases i <;> fin_cases j <;>
      simp [circulator, Matrix.mul_apply, Fin.sum_univ_three, Matrix.star_apply] <;>
      first | linear_combination h1c | linear_combination h2c
  · intro φ
    have h : stay (-φ) = stay φ := by simp only [stay, Real.cos_neg]
    ext i j
    fin_cases i <;> fin_cases j <;> simp [circulator, h]
```

With `id` as the lead assignment, every channel is its own lead, so T₁₀(φ) = h₊².

```lean
/-- The transmission of the circulator from lead 0 to lead 1 is the square of its amplitude for
passing to the next lead. -/
theorem circulator_transmission (φ : ℝ) :
    transmission id (circulator φ) 1 0 = hop φ ^ 2 := by
  simp [transmission, Finset.filter_eq', circulator]
```

The difference of squares gives the asymmetry:

T₁₀(φ) − T₁₀(−φ) = h₊² − h₋² = (4√3/9) s (1 − c).

```lean
/-- The circulator's transmission from lead 0 to lead 1 at `φ` minus its value at `-φ`, in closed
form. This difference is twice the odd part of the transmission. -/
theorem circulator_asymmetry (φ : ℝ) :
    transmission id (circulator φ) 1 0 - transmission id (circulator (-φ)) 1 0
      = 4 * Real.sqrt 3 / 9 * Real.sin φ * (1 - Real.cos φ) := by
  rw [circulator_transmission, circulator_transmission]
  simp only [hop, Real.cos_neg, Real.sin_neg]
  ring
```

At φ = 2π/3, c = −1/2 and s = √3/2, so r = 0, h₊ = 1 and h₋ = 0. The matrix is a cyclic permutation: a wave entering lead 0 leaves entirely through lead 1, and after field reversal entirely through lead 2.

```lean
/-- At `φ = 2π/3` the circulator is a cyclic permutation matrix; its transmission from lead 0 to
lead 1 is one, and after field reversal it is zero. -/
theorem three_terminal_transmission_not_even :
    circulator (2 * Real.pi / 3) = !![0, 0, 1; 1, 0, 0; 0, 1, 0] ∧
      transmission id (circulator (2 * Real.pi / 3)) 1 0 = 1 ∧
      transmission id (circulator (-(2 * Real.pi / 3))) 1 0 = 0 := by
  have hs : Real.sqrt 3 ^ 2 = 3 := Real.sq_sqrt (by norm_num)
  have ha : 2 * Real.pi / 3 = Real.pi - Real.pi / 3 := by ring
  have hc : Real.cos (2 * Real.pi / 3) = -(1 / 2) := by
    rw [ha, Real.cos_pi_sub, Real.cos_pi_div_three]
  have hn : Real.sin (2 * Real.pi / 3) = Real.sqrt 3 / 2 := by
    rw [ha, Real.sin_pi_sub, Real.sin_pi_div_three]
  -- the three amplitudes are 0, 1 and 0
  have e1 : stay (2 * Real.pi / 3) = 0 := by
    rw [stay, hc]
    norm_num
  have e2 : hop (2 * Real.pi / 3) = 1 := by
    rw [hop, hc, hn]
    linear_combination hs / 6
  have e3 : hop (-(2 * Real.pi / 3)) = 0 := by
    rw [hop, Real.cos_neg, Real.sin_neg, hc, hn]
    linear_combination -hs / 6
  refine ⟨?_, ?_, ?_⟩
  · unfold circulator
    rw [e1, e2, e3]
    simp
  · rw [circulator_transmission, e2]
    norm_num
  · rw [circulator_transmission, e3]
    norm_num

end

end TwoTerminalFieldSymmetry
```

```lean
#print axioms TwoTerminalFieldSymmetry.two_terminal_transmission_even
-- 'TwoTerminalFieldSymmetry.two_terminal_transmission_even' depends on axioms: [propext, Classical.choice, Quot.sound]
#print axioms TwoTerminalFieldSymmetry.circulator_asymmetry
-- 'TwoTerminalFieldSymmetry.circulator_asymmetry' depends on axioms: [propext, Classical.choice, Quot.sound]
#print axioms TwoTerminalFieldSymmetry.three_terminal_transmission_not_even
-- 'TwoTerminalFieldSymmetry.three_terminal_transmission_not_even' depends on axioms: [propext, Classical.choice, Quot.sound]
```
